# The zero-energy s-wave scattering length has sensitivity $(R-a)^2$ to the logarithmic derivative at $R$

## A small error near a threshold resonance

A PAW dataset is commonly checked by comparing its logarithmic derivatives at a radius $R$ with those of the all-electron atom. Suppose that they differ slightly at zero energy in the s channel. How far off is the scattering length? Near a threshold resonance, where the scattering length diverges, a small mismatch can matter a great deal.

Take a potential that vanishes beyond $R$. Let $u(r)$ be the radial function multiplied by $r$, and $L=u'(R)/u(R)$. Many PAW texts use the logarithmic derivative of $u/r$ instead, which is $L-1/R$; differences between two waves are the same.

## From the exterior wave to the error

Outside $R$, $u''=0$, so $u'$ keeps its value $c=u'(R)$. If $c\neq0$,
$$u(r)=u(R)+c(r-R)=c(r-a),\qquad a=R-\frac{u(R)}{c}.$$
Here $a$ is the scattering length. For $a\neq R$ this gives $L_a=1/(R-a)$. For a second wave with scattering length $b\ne R$,
$$L_b-L_a=\frac{(R-a)-(R-b)}{(R-a)(R-b)}=\frac{b-a}{(R-a)(R-b)},$$
hence
$$b-a=(R-a)(R-b)(L_b-L_a).$$

Conversely, $L\neq0$ predicts the scattering length $R-1/L$, whose derivative $1/L^2$ equals $(R-a)^2$ at $L_a$.

For a finite error $\delta$, put $x=(R-a)\delta$. Then $L_a+\delta=(1+x)/(R-a)$, and for $1+x\neq0$ the predicted length $a'$ satisfies
$$a'-a=(R-a)-\frac{R-a}{1+x}=\frac{(R-a)^2\delta}{1+x}.$$

- If $|x|\le\tfrac12$, then $\tfrac12\le1+x\le\tfrac32$, so $|a'-a|$ lies between $\tfrac23$ and $2$ times $(R-a)^2|\delta|$. This is the quadratic regime.
- If $|x|\ge2$, then $|1+x|\ge|x|-1\ge|x|/2$, and
$$\left|a'-\Big(R-\frac1\delta\Big)\right|=\left|\frac1\delta-\frac{R-a}{1+x}\right|=\frac1{|\delta(1+x)|}\le\frac{2}{\delta^2|R-a|}.$$

So for fixed $\delta\neq0$ the quadratic law fails close to resonance: the true $a$ diverges while the prediction settles near $R-1/\delta$.

## What the Lean statements say

`wave c a` is the function $c(r-a)$ on the whole real line, and `logDeriv (wave c a) R` is $L_a$. `scatteringLength R L` is $R-1/L$. In `free_solution_eq_wave`, `v` is the slope $u'$, not a potential; the equation holds on `Ici R`, that is $[R,\infty)$, with a one-sided derivative at $R$. The hypothesis `hR` excludes zero slope, the exact resonance.

The conditions `hc` and `hd` exclude zero waves, and `ha` and `hb` exclude a node at $R$, where $L$ is infinite. The shift formula also requires $1+x\neq0$: otherwise the erroneous logarithmic derivative is zero and predicts an infinite scattering length.

The step left to the physics is to identify $L_a$ and $L_a+\delta$ with the outputs of the all-electron and PAW calculations inside $R$. The results bear on dataset checks only for the s wave at zero energy with no potential tail beyond $R$.

## The complete file

```lean
import Mathlib

open Set

namespace ScatteringLengthError

noncomputable section

/-- The zero-energy s wave `c (r - a)` outside the core, with amplitude `c` and
scattering length `a`. -/
def wave (c a r : ℝ) : ℝ := c * (r - a)

/-- The scattering length `R - 1/L` read off from a logarithmic derivative `L ≠ 0`
at the radius `R`. -/
def scatteringLength (R L : ℝ) : ℝ := R - 1 / L

/-- A solution of the free zero-energy radial equation `u'' = 0` on `[R, ∞)`, with slope `v = u'`
that is nonzero at `R`, is the wave with scattering length `R - u(R)/u'(R)`. -/
theorem free_solution_eq_wave {R : ℝ} {u v : ℝ → ℝ}
    (hu : ∀ r ∈ Ici R, HasDerivWithinAt u (v r) (Ici R) r)
    (hv : ∀ r ∈ Ici R, HasDerivWithinAt v 0 (Ici R) r) (hR : v R ≠ 0) :
    ∀ r ∈ Ici R, u r = wave (v R) (R - u R / v R) r := by
  -- a function with vanishing derivative outside `R` is constant there
  have const : ∀ f : ℝ → ℝ, (∀ x ∈ Ici R, HasDerivWithinAt f 0 (Ici R) x) →
      ∀ r ∈ Ici R, f r = f R := by
    intro f hf r hr
    exact constant_of_has_deriv_right_zero
      (fun x hx => (hf x hx.1).continuousWithinAt.mono Icc_subset_Ici_self)
      (fun x hx => (hf x hx.1).mono (Ici_subset_Ici.mpr hx.1)) r ⟨hr, le_rfl⟩
  -- the slope is constant, so subtracting a linear function leaves a constant
  have hg : ∀ x ∈ Ici R,
      HasDerivWithinAt (fun s => u s - v R * s) 0 (Ici R) x := by
    intro x hx
    have h := (hu x hx).sub ((hasDerivWithinAt_id x (Ici R)).const_mul (v R))
    exact h.congr_deriv (by rw [const v hv x hx]; ring)
  intro r hr
  have e : u r - v R * r = u R - v R * R := const _ hg r hr
  have q : v R * (u R / v R) = u R := by field_simp
  unfold wave
  linear_combination e - q

/-- For a nonzero wave whose scattering length `a` differs from `R`, the logarithmic derivative
at `R` is the reciprocal of `R - a`. -/
theorem mul_logDeriv_wave {R a c : ℝ} (hc : c ≠ 0) (ha : a ≠ R) :
    (R - a) * logDeriv (wave c a) R = 1 := by
  have hd : HasDerivAt (wave c a) c R :=
    (((hasDerivAt_id' R).sub_const a).const_mul c).congr_deriv (mul_one c)
  have hx : R - a ≠ 0 := sub_ne_zero.mpr ha.symm
  rw [logDeriv_apply, hd.deriv]
  unfold wave
  field_simp

/-- Two nonzero zero-energy waves with scattering lengths `a` and `b` different from `R` satisfy
`b - a = (R - a)(R - b)(L_b - L_a)`, with `L_a` and `L_b` their logarithmic derivatives at `R`. -/
theorem scatteringLength_difference {R a b c d : ℝ} (hc : c ≠ 0) (hd : d ≠ 0)
    (ha : a ≠ R) (hb : b ≠ R) :
    b - a = (R - a) * (R - b) * (logDeriv (wave d b) R - logDeriv (wave c a) R) := by
  have h1 := mul_logDeriv_wave hc ha
  have h2 := mul_logDeriv_wave hd hb
  linear_combination (R - b) * h1 - (R - a) * h2

/-- For a nonzero wave with `a ≠ R`, the logarithmic derivative at `R` returns the scattering
length `a`, and the rate of change of scattering length with logarithmic derivative
is `(R - a)²` there. -/
theorem scatteringLength_sensitivity {R a c : ℝ} (hc : c ≠ 0) (ha : a ≠ R) :
    scatteringLength R (logDeriv (wave c a) R) = a ∧
      HasDerivAt (scatteringLength R) ((R - a) ^ 2) (logDeriv (wave c a) R) := by
  have hx : R - a ≠ 0 := sub_ne_zero.mpr ha.symm
  have hL : logDeriv (wave c a) R = 1 / (R - a) :=
    eq_div_of_mul_eq hx (by rw [mul_comm]; exact mul_logDeriv_wave hc ha)
  rw [hL]
  constructor
  · unfold scatteringLength
    rw [one_div_one_div]
    ring
  · have hf : scatteringLength R = fun L => R - L⁻¹ := by
      funext L
      simp [scatteringLength]
    rw [hf]
    exact ((hasDerivAt_inv (one_div_ne_zero hx)).const_sub R).congr_deriv
      (by rw [neg_neg, one_div, inv_pow, inv_inv])

/-- An error `δ` in the logarithmic derivative of a nonzero wave with `a ≠ R` shifts the scattering
length by `(R - a)² δ / (1 + (R - a) δ)`, provided that this denominator is nonzero. -/
theorem scatteringLength_shift {R a c δ : ℝ} (hc : c ≠ 0) (ha : a ≠ R)
    (h : 1 + (R - a) * δ ≠ 0) :
    scatteringLength R (logDeriv (wave c a) R + δ) - a =
      (R - a) ^ 2 * δ / (1 + (R - a) * δ) := by
  have hx : R - a ≠ 0 := sub_ne_zero.mpr ha.symm
  have hL : logDeriv (wave c a) R = 1 / (R - a) :=
    eq_div_of_mul_eq hx (by rw [mul_comm]; exact mul_logDeriv_wave hc ha)
  have hs : 1 / (R - a) + δ = (1 + (R - a) * δ) / (R - a) := by
    rw [add_div, mul_div_cancel_left₀ _ hx]
  unfold scatteringLength
  rw [hL, hs, one_div_div, eq_div_iff h]
  have hq : (R - a) / (1 + (R - a) * δ) * (1 + (R - a) * δ) = R - a :=
    div_mul_cancel₀ _ h
  generalize (R - a) / (1 + (R - a) * δ) = q at hq ⊢
  linear_combination -hq

/-- For a nonzero wave with `a ≠ R` and an error `δ` with `|(R - a) δ| ≤ 1/2`, the shift of the
scattering length lies between `2/3` and `2` times `(R - a)² |δ|`. -/
theorem quadratic_amplification {R a c δ : ℝ} (hc : c ≠ 0) (ha : a ≠ R)
    (h : |(R - a) * δ| ≤ 1 / 2) :
    2 / 3 * ((R - a) ^ 2 * |δ|) ≤
        |scatteringLength R (logDeriv (wave c a) R + δ) - a| ∧
      |scatteringLength R (logDeriv (wave c a) R + δ) - a| ≤
        2 * ((R - a) ^ 2 * |δ|) := by
  obtain ⟨h1, h2⟩ := abs_le.mp h
  have hpos : 0 < 1 + (R - a) * δ := by linarith
  have hn : 0 ≤ (R - a) ^ 2 * |δ| := mul_nonneg (sq_nonneg _) (abs_nonneg _)
  rw [scatteringLength_shift hc ha hpos.ne', abs_div, abs_mul, abs_of_pos hpos,
    abs_of_nonneg (sq_nonneg (R - a))]
  constructor
  · rw [le_div_iff₀ hpos]
    nlinarith [mul_nonneg hn (sub_nonneg.mpr h2)]
  · rw [div_le_iff₀ hpos]
    nlinarith [mul_nonneg hn (sub_nonneg.mpr h1)]

/-- For a nonzero wave and an error `δ` with `|(R - a) δ| ≥ 2`, the scattering length obtained from
the erroneous logarithmic derivative lies within `2 / (δ² |R - a|)` of `R - 1/δ`. -/
theorem saturation_near_resonance {R a c δ : ℝ} (hc : c ≠ 0)
    (h : 2 ≤ |(R - a) * δ|) :
    |scatteringLength R (logDeriv (wave c a) R + δ) - (R - 1 / δ)| ≤
      2 / (δ ^ 2 * |R - a|) := by
  have hx0 : (R - a) * δ ≠ 0 := abs_pos.mp (by linarith)
  obtain ⟨hx, hδ⟩ := mul_ne_zero_iff.mp hx0
  have ha : a ≠ R := (sub_ne_zero.mp hx).symm
  -- the denominator of the exact shift has absolute value at least half of `|(R - a) δ|`
  have hD : |(R - a) * δ| / 2 ≤ |1 + (R - a) * δ| := by
    have t := abs_sub_abs_le_abs_sub ((R - a) * δ) (-1)
    rw [abs_neg, abs_one, sub_neg_eq_add, add_comm _ (1 : ℝ)] at t
    linarith
  have hne : 1 + (R - a) * δ ≠ 0 := abs_pos.mp (by linarith)
  have key : ∀ y D : ℝ, D ≠ 0 → D = 1 + y * δ →
      y ^ 2 * δ / D + (1 / δ - y) = 1 / (δ * D) := by
    intro y D hD0 hDe
    field_simp
    rw [hDe]
    ring
  have he : scatteringLength R (logDeriv (wave c a) R + δ) - (R - 1 / δ) =
      1 / (δ * (1 + (R - a) * δ)) := by
    rw [← key (R - a) _ hne rfl, ← scatteringLength_shift hc ha hne]
    ring
  have p1 : 0 < |δ| * |1 + (R - a) * δ| := mul_pos (abs_pos.mpr hδ) (abs_pos.mpr hne)
  have p2 : 0 < |δ| ^ 2 * |R - a| := mul_pos (pow_pos (abs_pos.mpr hδ) 2) (abs_pos.mpr hx)
  rw [he, abs_div, abs_one, abs_mul, ← sq_abs δ, div_le_div_iff₀ p1 p2]
  rw [abs_mul] at hD
  nlinarith [mul_le_mul_of_nonneg_left hD (abs_nonneg δ)]

end

end ScatteringLengthError
```

```lean
#print axioms ScatteringLengthError.scatteringLength_difference
#print axioms ScatteringLengthError.scatteringLength_sensitivity
#print axioms ScatteringLengthError.quadratic_amplification
#print axioms ScatteringLengthError.saturation_near_resonance
```

```
'ScatteringLengthError.scatteringLength_difference' depends on axioms: [propext, Classical.choice, Quot.sound]
'ScatteringLengthError.scatteringLength_sensitivity' depends on axioms: [propext, Classical.choice, Quot.sound]
'ScatteringLengthError.quadratic_amplification' depends on axioms: [propext, Classical.choice, Quot.sound]
'ScatteringLengthError.saturation_near_resonance' depends on axioms: [propext, Classical.choice, Quot.sound]
```

## How the lemmas fit together

`free_solution_eq_wave` uses the vanishing-derivative theorem twice: first for the slope, then for $u(r)-u'(R)\,r$. `mul_logDeriv_wave` computes the derivative of the wave and records $(R-a)L_a=1$. The difference identity combines two such relations.

`scatteringLength_sensitivity` differentiates the reciprocal, and `scatteringLength_shift` puts $L_a+\delta$ over a common denominator. `quadratic_amplification` bounds the denominator $1+x$ of the shift, with the needed products of inequalities passed to `nlinarith` as hints. In `saturation_near_resonance`, `hD` is the bound $|1+x|\ge|x|/2$ and `he` gives the exact signed difference from $R-1/\delta$; $a\neq R$ follows from $|x|\ge2$.

## A closer look at `linear_combination`

The difference identity is closed by `linear_combination (R - b) * h1 - (R - a) * h2`, where `h1` is $(R-a)L_a=1$ and `h2` is $(R-b)L_b=1$. The tactic forms this combination of the two equations and asks `ring` to confirm that it agrees with the goal. Here the combination reads
$$(R-a)(R-b)(L_a-L_b)=(R-b)-(R-a)=a-b,$$
which is the claim with both signs reversed. Because the lemma is stated as a product and not as $L_a=1/(R-a)$, no division appears in this step.
